# An energy affine in each orbital occupation separately is fixed on $[0,1]^d$ by its integer configurations

Take an electron gradually out of one orbital while all other occupations stay frozen. Many approximate density functionals give an energy that curves along the way, and this curvature is a symptom of self-interaction error. Koopmans-type corrections aim to replace the curve by a straight line between the empty and the filled orbital. Suppose that this has been achieved for every one of $d$ orbitals, whatever the occupations of the others. How much freedom is left in the energy at fractional occupations?

None, once the energies of the $2^d$ integer configurations are given. Here the energy is a function $F$ of the occupations $f_i$ alone, and "affine" means of the form $a + bt$ in the occupation $t$ of one orbital. For a set $S$ of orbitals, let $1_S$ be the configuration with exactly those orbitals filled. Then, for all occupations between 0 and 1,

$$F(f)=\sum_S F(1_S)\,w_S(f),\qquad w_S(f)=\prod_{i\in S} f_i\prod_{i\notin S}(1-f_i).$$

For Koopmans-corrected electronic-structure functionals, in a model with finitely many orbitals and no orbital relaxation, this means that a correction which vanishes at all integer configurations and makes the energy straight in every single occupation is completely determined on $[0,1]^d$ by the uncorrected functional.

## Occupations and compliance

```lean
import Mathlib

open Finset

namespace KoopmansInterpolation

noncomputable section

variable {ι : Type*} [Fintype ι] [DecidableEq ι]
```

The type `ι` is the set of orbital labels, and `Fintype ι` makes it finite; $d$ is the number of its elements. Spin orbitals are the natural reading, since each label holds at most one electron. An occupation vector is a function `ι → ℝ`, which assigns a real number $f_i$ to each label $i$.

```lean
/-- Admissible orbital occupations: each lies between zero and one. -/
def IsOccupation (f : ι → ℝ) : Prop := ∀ i, 0 ≤ f i ∧ f i ≤ 1
```

`IsOccupation f` is the proposition that $0\le f_i\le 1$ for every $i$. The type `ι → ℝ` also contains unphysical vectors, so theorems about the energy carry this condition as a hypothesis where they need it.

```lean
/-- Orbital-wise Koopmans compliance: with all other occupations frozen, the energy is
affine in the occupation of any one orbital between empty and filled. -/
def KoopmansCompliant (F : (ι → ℝ) → ℝ) : Prop :=
  ∀ f, IsOccupation f → ∀ i, ∃ a b : ℝ, ∀ t : ℝ, 0 ≤ t → t ≤ 1 →
    F (Function.update f i t) = a + b * t
```

The functional `F` takes an occupation vector to an energy. The expression `Function.update f i t` is the vector $f$ with its $i$-th entry replaced by $t$; write it $f[i\to t]$. Compliance says that for every admissible $f$ and every orbital $i$ there are numbers $a,b$ with

$$F(f[i\to t])=a+bt\qquad (0\le t\le 1).$$

The order of the quantifiers carries the physics: `∃ a b` comes after `f` and `i`, so intercept and slope may depend on the frozen occupations, but not on $t$. The condition is assumed of `F`. It stands for a correction that has removed all curvature in each single occupation, and it is not derived from an electronic Hamiltonian. Adding up separate corrections, each of which straightens the energy in one occupation, need not achieve it: the correction for one orbital may itself be curved in the occupation of another.

```lean
/-- The integer configuration in which exactly the orbitals in `S` are filled. -/
def config (S : Finset ι) : ι → ℝ := fun i => if i ∈ S then 1 else 0
```

`Finset ι` is the type of finite sets of labels, and `config S` is $1_S$: occupation 1 for orbitals in $S$, and 0 for the rest.

```lean
/-- The energy functional interpolating given energies `E S` of the integer configurations. -/
def interpolate (E : Finset ι → ℝ) (f : ι → ℝ) : ℝ :=
  ∑ S : Finset ι, E S * ((∏ i ∈ S, f i) * ∏ i ∈ Sᶜ, (1 - f i))
```

Here `E` is any table of energies, one for each set $S$, and `interpolate E f` is $\sum_S E_S\,w_S(f)$. The symbol `Sᶜ` is the complement of $S$, the set of empty orbitals.

```lean
/-- Occupations in which the orbitals of `T` are filled or emptied according to `S`,
while the others keep their values. -/
def roundOn (T S : Finset ι) (f : ι → ℝ) : ι → ℝ :=
  fun i => if i ∈ T then config S i else f i
```

The proof rounds orbitals to integers one at a time and needs a name for the intermediate stages. Write $f^{T,S}$ for `roundOn T S f`. Orbitals in $T$ are filled if they belong to $S$ and emptied if they don't, and orbitals outside $T$ keep their fractional occupations.

## From one straight line to all the corners

```lean
omit [Fintype ι] in
/-- For a compliant functional at admissible occupations, the energy is the average of the energies
with orbital `i` empty and filled, weighted by its occupation. -/
theorem energy_chord {F : (ι → ℝ) → ℝ} (hF : KoopmansCompliant F) {f : ι → ℝ}
    (hf : IsOccupation f) (i : ι) :
    F f = (1 - f i) * F (Function.update f i 0) + f i * F (Function.update f i 1) := by
  obtain ⟨a, b, h⟩ := hF f hf i
  have h0 := h 0 le_rfl zero_le_one
  have h1 := h 1 zero_le_one le_rfl
  have hi := h (f i) (hf i).1 (hf i).2
  rw [Function.update_eq_self] at hi
  linear_combination hi - (1 - f i) * h0 - f i * h1
```

For one orbital the theorem reads

$$F(f)=(1-f_i)\,F(f[i\to 0])+f_i\,F(f[i\to 1]).$$

By hand, compliance gives $F(f[i\to0])=a$, $F(f[i\to1])=a+b$ and, since replacing $f_i$ by itself changes nothing, $F(f)=a+bf_i$. The right-hand side is $(1-f_i)a+f_i(a+b)=a+bf_i$, as required.

In Lean, `obtain` extracts $a$, $b$ and the linear law. The names `h0`, `h1` and `hi` hold that law at $t=0$, $t=1$ and $t=f_i$, and `linear_combination` checks that the stated combination of the three equations gives the claim.

```lean
omit [Fintype ι] in
/-- The energy of a compliant functional at admissible occupations, expanded over the integer
fillings of a chosen set `T` of orbitals, the remaining occupations being kept. -/
theorem partial_expansion {F : (ι → ℝ) → ℝ} (hF : KoopmansCompliant F) {f : ι → ℝ}
    (hf : IsOccupation f) (T : Finset ι) :
    F f = ∑ S ∈ T.powerset,
      F (roundOn T S f) * ((∏ i ∈ S, f i) * ∏ i ∈ T \ S, (1 - f i)) := by
  induction T using Finset.induction_on with
  | empty =>
    have h : roundOn ∅ ∅ f = f := by
      funext j
      simp [roundOn]
    simp [h]
  | insert a T ha ih =>
    rw [ih, Finset.sum_powerset_insert ha, ← Finset.sum_add_distrib]
    refine Finset.sum_congr rfl fun S hS => ?_
    have haS : a ∉ S := fun h => ha (Finset.mem_powerset.mp hS h)
    have hocc : IsOccupation (roundOn T S f) := by
      intro j
      unfold roundOn config
      split_ifs
      · norm_num
      · norm_num
      · exact hf j
    -- split the energy according to whether orbital `a` is empty or filled
    have hc := energy_chord hF hocc a
    have ra : roundOn T S f a = f a := by simp [roundOn, ha]
    have u0 : Function.update (roundOn T S f) a 0 = roundOn (insert a T) S f := by
      ext j
      by_cases hj : j = a
      · subst hj
        simp [roundOn, config, haS]
      · simp [roundOn, config, hj]
    have u1 : Function.update (roundOn T S f) a 1
        = roundOn (insert a T) (insert a S) f := by
      ext j
      by_cases hj : j = a
      · subst hj
        simp [roundOn, config]
      · simp [roundOn, config, hj]
    have d0 : insert a T \ S = insert a (T \ S) := by
      ext j
      by_cases hj : j = a
      · subst hj
        simp [haS]
      · simp [hj]
    have d1 : insert a T \ insert a S = T \ S := by
      ext j
      by_cases hj : j = a
      · subst hj
        simp [ha]
      · simp [hj]
    have hd : a ∉ T \ S := by simp [ha]
    rw [u0, u1, ra] at hc
    rw [hc, d0, d1, Finset.prod_insert haS, Finset.prod_insert hd]
    ring
```

This theorem expands the energy over the fillings of a chosen set $T$ only:

$$F(f)=\sum_{S\subseteq T}F(f^{T,S})\prod_{i\in S}f_i\prod_{i\in T\setminus S}(1-f_i).$$

The argument is induction on $T$. If $T$ is empty, the only subset is $S=\emptyset$, nothing has been rounded, and both products are 1, so the formula says $F(f)=F(f)$.

Now suppose that the formula holds for $T$, and add an orbital $a\notin T$. In each $f^{T,S}$ the orbital $a$ still has its original occupation $f_a$, so the one-orbital formula gives

$$F(f^{T,S})=(1-f_a)\,F(f^{T\cup\{a\},S})+f_a\,F(f^{T\cup\{a\},S\cup\{a\}}).$$

The first term supplies the missing factor $1-f_a$ for the subset $S$, and the second supplies $f_a$ for the subset $S\cup\{a\}$. Every subset of $T\cup\{a\}$ arises exactly once in this way, which gives the formula for the larger set.

The code follows the same path. `Finset.sum_powerset_insert` sorts the subsets by whether they contain $a$. `hocc` confirms that the rounded vector is admissible, so that compliance may be applied to it, and `hc` is the one-orbital formula. The facts `u0` and `u1` identify the two updated vectors, `d0` and `d1` identify the sets of emptied orbitals, and `ring` finishes the algebra.

```lean
/-- At admissible occupations, the energy of a Koopmans-compliant functional is the average of its
integer-configuration energies with product weights. -/
theorem energy_eq_sum_configs {F : (ι → ℝ) → ℝ} (hF : KoopmansCompliant F) {f : ι → ℝ}
    (hf : IsOccupation f) :
    F f = ∑ S : Finset ι, F (config S) * ((∏ i ∈ S, f i) * ∏ i ∈ Sᶜ, (1 - f i)) := by
  refine (partial_expansion hF hf Finset.univ).trans ?_
  rw [Finset.powerset_univ]
  refine Finset.sum_congr rfl fun S _ => ?_
  have h : roundOn Finset.univ S f = config S := by
    ext j
    simp [roundOn]
  rw [h, Finset.compl_eq_univ_sdiff]
```

This is the interpolation formula from the opening. Take $T$ to be the set of all orbitals, `Finset.univ`. Every occupation has then been rounded, $f^{T,S}=1_S$, and $T\setminus S$ is the complement of $S$.

The smallest cases show what the formula says. For a single orbital it is the straight line $F(f)=(1-f)F(0)+fF(1)$. For two orbitals, labelled 0 and 1, it is

$$\begin{aligned}F(f_0,f_1)={}&(1-f_0)(1-f_1)F(0,0)+f_0(1-f_1)F(1,0)\\&+(1-f_0)f_1F(0,1)+f_0f_1F(1,1).\end{aligned}$$

The coefficient of $f_0f_1$ is $F(1,1)-F(1,0)-F(0,1)+F(0,0)$, the interaction energy of the two occupations.

## Any table of configuration energies is allowed

```lean
/-- The weight of a configuration is a product with one factor for each orbital. -/
theorem weight_eq_prod (f : ι → ℝ) (S : Finset ι) :
    (∏ i ∈ S, f i) * ∏ i ∈ Sᶜ, (1 - f i) = ∏ i, if i ∈ S then f i else 1 - f i := by
  rw [← Finset.prod_mul_prod_compl S (fun i => if i ∈ S then f i else 1 - f i)]
  congr 1
  · exact Finset.prod_congr rfl fun i hi => (if_pos hi).symm
  · exact Finset.prod_congr rfl fun i hi => (if_neg (Finset.mem_compl.mp hi)).symm
```

The weight $w_S(f)$ can be written as one product over all orbitals, with factor $f_i$ if $i\in S$ and $1-f_i$ otherwise. The proof splits that product into its parts over $S$ and over the complement. In this form, the factor of a single orbital is easy to isolate.

```lean
/-- Any assignment of energies to the integer configurations is reproduced by its
interpolation, which is Koopmans compliant. -/
theorem interpolate_compliant (E : Finset ι → ℝ) :
    KoopmansCompliant (interpolate E) ∧ ∀ S, interpolate E (config S) = E S := by
  constructor
  · intro f _ i
    -- the factors of the other orbitals do not depend on the occupation of `i`
    let R : Finset ι → ℝ := fun S => ∏ j ∈ Finset.univ.erase i, if j ∈ S then f j else 1 - f j
    refine ⟨∑ S, E S * (if i ∈ S then 0 else 1) * R S,
      ∑ S, E S * (if i ∈ S then 1 else -1) * R S, fun t _ _ => ?_⟩
    unfold interpolate
    rw [Finset.sum_mul, ← Finset.sum_add_distrib]
    refine Finset.sum_congr rfl fun S _ => ?_
    have hR : (∏ j ∈ Finset.univ.erase i, if j ∈ S then Function.update f i t j
        else 1 - Function.update f i t j) = R S := by
      refine Finset.prod_congr rfl fun j hj => ?_
      rw [Function.update_of_ne (Finset.ne_of_mem_erase hj)]
    rw [weight_eq_prod, ← Finset.mul_prod_erase _ _ (Finset.mem_univ i), hR,
      Function.update_self]
    split_ifs <;> ring
  · intro S
    unfold interpolate
    rw [Finset.sum_eq_single S]
    · rw [weight_eq_prod, Finset.prod_eq_one, mul_one]
      intro i _
      by_cases hi : i ∈ S <;> simp [config, hi]
    · intro T _ hT
      -- an orbital on which the two configurations differ gives a vanishing factor
      obtain ⟨i, hi⟩ := not_forall.mp (fun h => hT (Finset.ext h))
      rw [weight_eq_prod, Finset.prod_eq_zero (Finset.mem_univ i), mul_zero]
      by_cases h1 : i ∈ T <;> by_cases h2 : i ∈ S <;> simp_all [config]
    · intro h
      exact absurd (Finset.mem_univ S) h
```

The theorem has two parts, joined by `∧`: the interpolation of any table $E$ is compliant, and it returns $E_S$ at $1_S$.

For the first part, fix an orbital $i$ and let $R_S$ be the product of the factors of all other orbitals. Then $w_S(f[i\to t])$ is $tR_S$ if $i\in S$, and $(1-t)R_S$ if not. Summing gives $a+bt$ with

$$a=\sum_{S\not\ni i}E_SR_S,\qquad b=\sum_{S\ni i}E_SR_S-\sum_{S\not\ni i}E_SR_S.$$

The `refine` line supplies exactly these two numbers, `Finset.mul_prod_erase` pulls out the factor of orbital $i$, and `split_ifs` treats the two cases.

For the second part, evaluate $w_T$ at $1_S$. If $T=S$, every factor is 1. If $T\ne S$, some orbital belongs to one set and not to the other, and its factor is 0. Only the term $E_S$ survives, which is the step made by `Finset.sum_eq_single`.

```lean
/-- A functional is Koopmans compliant exactly when, at all admissible occupations, it is
the interpolation of its own integer-configuration energies. -/
theorem compliant_iff_interpolate (F : (ι → ℝ) → ℝ) :
    KoopmansCompliant F ↔
      ∀ f, IsOccupation f → F f = interpolate (fun S => F (config S)) f := by
  constructor
  · intro hF f hf
    exact energy_eq_sum_configs hF hf
  · intro h f hf i
    obtain ⟨a, b, hab⟩ := (interpolate_compliant (fun S => F (config S))).1 f hf i
    refine ⟨a, b, fun t h0 h1 => ?_⟩
    rw [h _ ?_, hab t h0 h1]
    intro j
    by_cases hj : j = i
    · subst hj
      simp [h0, h1]
    · rw [Function.update_of_ne hj]
      exact hf j
```

Compliance is therefore equivalent to the interpolation formula on the box. The forward direction is the main theorem. For the reverse, the interpolation is affine in each occupation, and $F$ agrees with it at every $f[i\to t]$ with $0\le t\le1$, because such a vector is again admissible. Nothing is said about $F$ outside the box.

## The slope as an energy difference

```lean
omit [Fintype ι] in
/-- For a compliant functional, the derivative of the energy in one occupation, taken strictly
between empty and filled, equals the energy difference between that orbital filled and empty, the
others being frozen at admissible values. -/
theorem hasDerivAt_occupation {F : (ι → ℝ) → ℝ} (hF : KoopmansCompliant F) {f : ι → ℝ}
    (hf : IsOccupation f) (i : ι) {t : ℝ} (h0 : 0 < t) (h1 : t < 1) :
    HasDerivAt (fun s => F (Function.update f i s))
      (F (Function.update f i 1) - F (Function.update f i 0)) t := by
  obtain ⟨a, b, hab⟩ := hF f hf i
  have e0 := hab 0 le_rfl zero_le_one
  have e1 := hab 1 zero_le_one le_rfl
  have h : HasDerivAt (fun s : ℝ => a + b * s) (b * 1) t :=
    ((hasDerivAt_id' t).const_mul b).const_add a
  rw [show F (Function.update f i 1) - F (Function.update f i 0) = b * 1 by linarith]
  refine h.congr_of_eventuallyEq ?_
  filter_upwards [Ioo_mem_nhds h0 h1] with s hs
  exact hab s hs.1.le hs.2.le
```

`HasDerivAt g g' t` says that the function $g$ has derivative $g'$ at $t$. In ordinary notation, for $0<t<1$,

$$\frac{d}{ds}F(f[i\to s])\Big|_{s=t}=F(f[i\to1])-F(f[i\to0]).$$

By hand, the energy is $a+bs$, its slope is $b$, and $b$ is the difference between the values at 1 and 0. The strict inequalities on $t$ matter because compliance gives no information beyond the ends of the interval. In Lean, `filter_upwards` restricts attention to the open interval around $t$ on which the linear law holds.

Koopmans' theorem in Hartree–Fock theory relates orbital energies to removal energies at frozen orbitals. No orbital energies or Hartree–Fock equations appear here: the slope takes the place of the orbital energy, and the equality follows from the assumed compliance.

## Straight in each occupation, curved in both together

```lean
/-- The Hubbard pair energy of two spin orbitals on one site. -/
def hubbardPair (U : ℝ) (f : Fin 2 → ℝ) : ℝ := U * f 0 * f 1
```

The type `Fin 2` has the two labels 0 and 1, read as the two spin orbitals of one site. The energy $Uf_0f_1$ is the interaction part of a Hubbard site with its occupations treated as plain numbers; there is no hopping. The constant $U$ is the cost of placing both electrons on the site.

```lean
/-- The Hubbard pair energy is Koopmans compliant, but for nonzero `U` it is not affine when both
occupations are set equal and varied from 0 to 1. -/
theorem hubbardPair_compliant_not_affine {U : ℝ} (hU : U ≠ 0) :
    KoopmansCompliant (hubbardPair U) ∧
      ¬ ∃ a b : ℝ, ∀ t : ℝ, 0 ≤ t → t ≤ 1 → hubbardPair U (fun _ => t) = a + b * t := by
  constructor
  · intro f _
    refine Fin.forall_fin_two.mpr
      ⟨⟨0, U * f 1, fun t _ _ => ?_⟩, ⟨0, U * f 0, fun t _ _ => ?_⟩⟩
    · simp only [hubbardPair, Function.update_self,
        Function.update_of_ne (show (1 : Fin 2) ≠ 0 by decide)]
      ring
    · simp only [hubbardPair, Function.update_self,
        Function.update_of_ne (show (0 : Fin 2) ≠ 1 by decide)]
      ring
  · rintro ⟨a, b, h⟩
    -- compare the midpoint with the two ends
    have h0 := h 0 le_rfl zero_le_one
    have h1 := h 1 zero_le_one le_rfl
    have h2 := h (1 / 2) (by norm_num) (by norm_num)
    simp only [hubbardPair] at h0 h1 h2
    exact hU (by linarith)

end

end KoopmansInterpolation
```

With $f_1$ frozen, the pair energy is linear in $f_0$ with slope $Uf_1$, and likewise with the labels exchanged. It is therefore compliant. Along the diagonal $f_0=f_1=t$ it is $Ut^2$. If this were $a+bt$ on $[0,1]$, the ends would give $a=0$ and $b=U$, while the midpoint would require $U/2=U/4$, hence $U=0$. The proof makes the same comparison with `h0`, `h1` and `h2`, and `linarith` derives the contradiction with $U\neq0$.

Orbital-wise compliance thus does not make the energy straight along every path in the box. Along this diagonal the electron number runs from 0 to 2, and the compliant energy remains curved. The example says nothing about the ground-state energy at a given electron number, which would require minimising over the occupations.

```lean
#print axioms KoopmansInterpolation.energy_eq_sum_configs
#print axioms KoopmansInterpolation.compliant_iff_interpolate
#print axioms KoopmansInterpolation.hasDerivAt_occupation
#print axioms KoopmansInterpolation.hubbardPair_compliant_not_affine
```

```
'KoopmansInterpolation.energy_eq_sum_configs' depends on axioms: [propext, Classical.choice, Quot.sound]
'KoopmansInterpolation.compliant_iff_interpolate' depends on axioms: [propext, Classical.choice, Quot.sound]
'KoopmansInterpolation.hasDerivAt_occupation' depends on axioms: [propext, Classical.choice, Quot.sound]
'KoopmansInterpolation.hubbardPair_compliant_not_affine' depends on axioms: [propext, Classical.choice, Quot.sound]
```
